# The triangular vortex lattice has a lower Abrikosov parameter than the square one

For vortex lattices in the lowest Landau level, with the Abrikosov parameter written as a Gaussian lattice sum over all integers m and n, the square lattice has S = Σ exp(−π(m² + n²)) and the triangular lattice has T = Σ exp(−(2π/√3)(m² + mn + n²)); both sums converge, and T < 1.17 < S. In the Ginzburg-Landau energy −αt + (b/2)βt², with density t, Abrikosov parameter β and positive coefficients α and b, the triangular lattice at its optimal density therefore lies strictly below the square lattice at any density.

```lean
import Mathlib

open Real

namespace AbrikosovLattice

noncomputable section

/-- Gaussian weight of the site `m (1,0) + n (x,y)` of a vortex lattice, with lengths rescaled so
that the unit cell has area one, for `y > 0`. -/
def latticeWeight (x y : ℝ) (p : ℤ × ℤ) : ℝ :=
  exp (-(π / y) * (((p.1 : ℝ) + x * p.2) ^ 2 + (y * p.2) ^ 2))

/-- The Abrikosov parameter of the vortex lattice spanned by `(1,0)` and `(x,y)`, written as a
Gaussian lattice sum, for `y > 0`. -/
def abrikosovParameter (x y : ℝ) : ℝ := ∑' p : ℤ × ℤ, latticeWeight x y p

/-- Mean Ginzburg-Landau energy at mean condensate density `t`, with quadratic coefficient
`-α`, quartic coefficient `b / 2` and Abrikosov parameter `β`. -/
def meanEnergy (α b β t : ℝ) : ℝ := -α * t + b / 2 * β * t ^ 2

/-- The origin and the six nearest neighbours in the triangular lattice. -/
def firstShell : Finset (ℤ × ℤ) :=
  {(0, 0), (1, 0), (-1, 0), (0, 1), (0, -1), (1, -1), (-1, 1)}

/-- The two-dimensional geometric sum of `r ^ (|m| + |n|)` over all integers `m, n`. -/
theorem hasSum_pow_natAbs {r : ℝ} (h0 : 0 ≤ r) (h1 : r < 1) :
    HasSum (fun p : ℤ × ℤ => r ^ p.1.natAbs * r ^ p.2.natAbs) (((1 + r) / (1 - r)) ^ 2) := by
  obtain ⟨f, hf⟩ : ∃ f : ℤ → ℝ, ∀ n, f n = r ^ n.natAbs := ⟨_, fun _ => rfl⟩
  have hg := hasSum_geometric_of_lt_one h0 h1
  -- split the one-dimensional sum into nonnegative and negative integers
  have h : HasSum f ((1 + r) / (1 - r)) := by
    have e2 : (fun n : ℕ => f (-((n : ℤ) + 1))) = fun n : ℕ => r * r ^ n := by
      funext n
      have e : (-((n : ℤ) + 1)).natAbs = n + 1 := by omega
      rw [hf, e, pow_succ']
    have e3 : (fun n : ℕ => f (n : ℤ)) = fun n : ℕ => r ^ n := by
      funext n
      rw [hf, Int.natAbs_natCast]
    have h2 : HasSum (fun n : ℕ => f (-((n : ℤ) + 1))) (r * (1 - r)⁻¹) := by
      rw [e2]
      exact hg.mul_left r
    have h3 : HasSum (fun n : ℕ => f (n : ℤ)) (1 - r)⁻¹ := by
      rw [e3]
      exact hg
    have e4 : (1 + r) / (1 - r) = (1 - r)⁻¹ + r * (1 - r)⁻¹ := by ring
    rw [e4]
    exact HasSum.of_nat_of_neg_add_one h3 h2
  have hn : (0 : ℤ → ℝ) ≤ f := fun n => by
    rw [hf]
    exact pow_nonneg h0 _
  have e5 : (fun p : ℤ × ℤ => r ^ p.1.natAbs * r ^ p.2.natAbs)
      = fun p : ℤ × ℤ => f p.1 * f p.2 := by
    funext p
    rw [hf p.1, hf p.2]
  rw [e5, pow_two ((1 + r) / (1 - r))]
  exact h.mul h (h.summable.mul_of_nonneg h.summable hn hn)

/-- The lattice sum converges for every real `x` and every `y > 0`. -/
theorem summable_latticeWeight (x : ℝ) {y : ℝ} (hy : 0 < y) :
    Summable (latticeWeight x y) := by
  obtain ⟨k, hk⟩ : ∃ k, k = π * y / (1 + x ^ 2 + y ^ 2) := ⟨_, rfl⟩
  have hk0 : 0 < k := by rw [hk]; positivity
  have hsq : ∀ n : ℤ, (n.natAbs : ℝ) ≤ (n : ℝ) ^ 2 := fun n => by
    have h : |n| ≤ n ^ 2 := by
      simpa only [Int.natCast_natAbs] using Int.natAbs_le_self_sq n
    rw [Nat.cast_natAbs]
    exact_mod_cast h
  refine Summable.of_nonneg_of_le (fun p => (exp_pos _).le) (fun p => ?_)
    (hasSum_pow_natAbs (exp_pos (-k)).le (exp_lt_one_iff.mpr (by linarith))).summable
  rw [← exp_nat_mul, ← exp_nat_mul, ← exp_add]
  apply exp_le_exp.mpr
  -- the quadratic form of the cell dominates a multiple of `m² + n²`
  have key : π / y * (((p.1 : ℝ) + x * p.2) ^ 2 + (y * p.2) ^ 2)
      - k * ((p.1 : ℝ) ^ 2 + (p.2 : ℝ) ^ 2) = π / (y * (1 + x ^ 2 + y ^ 2)) *
      (((p.1 : ℝ) + x * p.2) ^ 2 + (x * p.1 + (x ^ 2 + y ^ 2) * p.2) ^ 2) := by
    have hd : 1 + x ^ 2 + y ^ 2 ≠ 0 := by positivity
    rw [hk]
    field_simp
    ring
  have hpos : 0 ≤ π / (y * (1 + x ^ 2 + y ^ 2)) *
      (((p.1 : ℝ) + x * p.2) ^ 2 + (x * p.1 + (x ^ 2 + y ^ 2) * p.2) ^ 2) := by positivity
  have h1 := mul_le_mul_of_nonneg_left (hsq p.1) hk0.le
  have h2 := mul_le_mul_of_nonneg_left (hsq p.2) hk0.le
  linarith

/-- The Abrikosov parameter exceeds one for every real `x` and every `y > 0`. -/
theorem one_lt_abrikosovParameter (x : ℝ) {y : ℝ} (hy : 0 < y) :
    1 < abrikosovParameter x y := by
  have h : ∑ p ∈ ({(0, 0), (1, 0)} : Finset (ℤ × ℤ)), latticeWeight x y p
      ≤ ∑' p : ℤ × ℤ, latticeWeight x y p :=
    (summable_latticeWeight x hy).sum_le_tsum _ (fun p _ => (exp_pos _).le)
  rw [Finset.sum_pair (by decide)] at h
  have h0 : latticeWeight x y (0, 0) = 1 := by simp [latticeWeight]
  have h1 : 0 < latticeWeight x y (1, 0) := exp_pos _
  unfold abrikosovParameter
  linarith

/-- For the square lattice the parameter is the sum of `exp (-π (m² + n²))`. -/
theorem abrikosovParameter_square :
    abrikosovParameter 0 1 = ∑' p : ℤ × ℤ, exp (-π * ((p.1 : ℝ) ^ 2 + (p.2 : ℝ) ^ 2)) := by
  simp [abrikosovParameter, latticeWeight]

/-- For the triangular lattice the parameter is the sum of
`exp (-(2π/√3) (m² + m n + n²))`. -/
theorem abrikosovParameter_triangular :
    abrikosovParameter (1 / 2) (√3 / 2) = ∑' p : ℤ × ℤ,
      exp (-(2 * π / √3) * ((p.1 : ℝ) ^ 2 + p.1 * p.2 + (p.2 : ℝ) ^ 2)) := by
  refine tsum_congr fun p => ?_
  have h3 : √3 ^ 2 = (3 : ℝ) := sq_sqrt (by norm_num)
  have h : π / (√3 / 2) = 2 * π / √3 := by field_simp
  rw [latticeWeight, h, mul_pow, div_pow, h3]
  congr 1
  ring

/-- Outside the first shell the triangular form `m² + m n + n²` grows at least linearly. -/
theorem outer_shell_bound (m n : ℤ) (h : (m, n) ∉ firstShell) :
    |m| + |n| + 6 ≤ 3 * (m ^ 2 + m * n + n ^ 2) := by
  have hsq : ∀ k : ℤ, |k| ≤ k ^ 2 := fun k => by
    simpa only [Int.natCast_natAbs] using Int.natAbs_le_self_sq k
  have hbig : ∀ k : ℤ, 3 ≤ |k| → 3 * |k| ≤ k ^ 2 := fun k hk => by nlinarith [sq_abs k]
  by_cases hm : 3 ≤ |m|
  · nlinarith [hbig m hm, hsq n, sq_nonneg (m + n), abs_nonneg n]
  by_cases hn : 3 ≤ |n|
  · nlinarith [hbig n hn, hsq m, sq_nonneg (m + n), abs_nonneg m]
  -- only a small box of sites is left to inspect
  obtain ⟨m1, m2⟩ := abs_le.mp (show |m| ≤ 2 by omega)
  obtain ⟨n1, n2⟩ := abs_le.mp (show |n| ≤ 2 by omega)
  clear hm hn hsq hbig
  revert h
  interval_cases m <;> interval_cases n <;> decide

/-- The square vortex lattice has Abrikosov parameter above 1.17. -/
theorem square_gt : 1.17 < abrikosovParameter 0 1 := by
  have h : ∑ p ∈ ({(0, 0), (1, 0), (-1, 0), (0, 1), (0, -1)} : Finset (ℤ × ℤ)),
      latticeWeight 0 1 p ≤ ∑' p : ℤ × ℤ, latticeWeight 0 1 p :=
    (summable_latticeWeight 0 one_pos).sum_le_tsum _ (fun p _ => (exp_pos _).le)
  have e : ∑ p ∈ ({(0, 0), (1, 0), (-1, 0), (0, 1), (0, -1)} : Finset (ℤ × ℤ)),
      latticeWeight 0 1 p = 1 + 4 * exp (-π) := by
    norm_num [latticeWeight]
    ring
  rw [e] at h
  have h1 : (0.3678 : ℝ) ^ 3 ≤ exp (-1) ^ 3 :=
    pow_le_pow_left₀ (by norm_num) (by linarith [exp_neg_one_gt_d9]) 3
  have h2 : (0.858 : ℝ) ≤ exp (3 - π) := by
    linarith [add_one_le_exp (3 - π), pi_lt_d4]
  have h3 : exp (-π) = exp (-1) ^ 3 * exp (3 - π) := by
    rw [← exp_nat_mul, ← exp_add]
    congr 1
    push_cast
    ring
  have h4 : (0.3678 : ℝ) ^ 3 * 0.858 ≤ exp (-π) := by
    rw [h3]
    exact mul_le_mul h1 h2 (by norm_num) (by positivity)
  unfold abrikosovParameter
  norm_num at h4 ⊢
  linarith

/-- The triangular vortex lattice has Abrikosov parameter below 1.17. -/
theorem triangular_lt : abrikosovParameter (1 / 2) (√3 / 2) < 1.17 := by
  have hs : √3 ≤ 1.7321 := sqrt_le_iff.mpr (by norm_num)
  have ha : 29 / 8 ≤ 2 * π / √3 := by
    rw [le_div_iff₀ (by positivity)]
    linarith [pi_gt_d2]
  have hq : exp (-(29 / 8)) < 0.027 := by
    have h1 := quadratic_le_exp_of_nonneg (show (0 : ℝ) ≤ 5 / 16 by norm_num)
    have h2 : (1.85 : ℝ) ≤ exp (5 / 16) ^ 2 := by nlinarith
    have h3 : (2.718 : ℝ) ^ 3 ≤ exp 1 ^ 3 :=
      pow_le_pow_left₀ (by norm_num) (by linarith [exp_one_gt_d9]) 3
    have h4 : exp (29 / 8) = exp 1 ^ 3 * exp (5 / 16) ^ 2 := by
      rw [← exp_nat_mul, ← exp_nat_mul, ← exp_add]
      norm_num
    have h5 : (2.718 : ℝ) ^ 3 * 1.85 ≤ exp (29 / 8) := by
      rw [h4]
      exact mul_le_mul h3 h2 (by norm_num) (by positivity)
    have h6 : exp (-(29 / 8)) * exp (29 / 8) = 1 := by
      rw [← exp_add, neg_add_cancel, exp_zero]
    have h7 := mul_le_mul_of_nonneg_left h5 (exp_pos (-(29 / 8))).le
    rw [h6] at h7
    norm_num at h7 ⊢
    linarith
  let v : ℤ × ℤ → ℝ := fun p =>
    exp (-(29 / 8) * ((p.1 : ℝ) ^ 2 + p.1 * p.2 + (p.2 : ℝ) ^ 2))
  have hF : ∑ p ∈ firstShell, v p = 1 + 6 * exp (-(29 / 8)) := by
    norm_num [firstShell, v]
    ring
  have hv : HasSum (fun p => if p ∈ firstShell then v p else 0) (∑ p ∈ firstShell, v p) := by
    have e : ∑ p ∈ firstShell, (if p ∈ firstShell then v p else 0) = ∑ p ∈ firstShell, v p :=
      Finset.sum_congr rfl fun p hp => if_pos hp
    rw [← e]
    exact hasSum_sum_of_ne_finset_zero fun p hp => if_neg hp
  have hg := hv.add ((hasSum_pow_natAbs (r := 1 / 2) (by norm_num) (by norm_num)).mul_left
    (exp (-(29 / 8)) ^ 2))
  have hT := (summable_latticeWeight (1 / 2) (show 0 < √3 / 2 by positivity)).hasSum
  have hle := hasSum_le (fun p => ?_) hT hg
  · rw [hF] at hle
    unfold abrikosovParameter
    norm_num at hle hq ⊢
    nlinarith [exp_pos (-(29 / 8))]
  · have hw : latticeWeight (1 / 2) (√3 / 2) p ≤ v p := by
      have h3 : √3 ^ 2 = (3 : ℝ) := sq_sqrt (by norm_num)
      have h : π / (√3 / 2) = 2 * π / √3 := by field_simp
      have hQ : 0 ≤ (p.1 : ℝ) ^ 2 + p.1 * p.2 + (p.2 : ℝ) ^ 2 := by
        nlinarith [sq_nonneg ((p.1 : ℝ) + p.2), sq_nonneg (p.1 : ℝ), sq_nonneg (p.2 : ℝ)]
      rw [latticeWeight, h, mul_pow, div_pow, h3]
      apply exp_le_exp.mpr
      linarith [mul_le_mul_of_nonneg_right ha hQ]
    refine hw.trans ?_
    by_cases hp : p ∈ firstShell
    · rw [if_pos hp]
      exact le_add_of_nonneg_right (by positivity)
    · rw [if_neg hp, zero_add]
      -- outer sites are controlled by a geometric series
      have hR : (p.1.natAbs : ℝ) + (p.2.natAbs : ℝ) + 6
          ≤ 3 * ((p.1 : ℝ) ^ 2 + p.1 * p.2 + (p.2 : ℝ) ^ 2) := by
        rw [Nat.cast_natAbs, Nat.cast_natAbs]
        exact_mod_cast outer_shell_bound p.1 p.2 hp
      have he : exp (-1) ≤ 1 / 2 := by linarith [exp_neg_one_lt_d9]
      have ha0 : (0 : ℝ) ≤ p.1.natAbs := Nat.cast_nonneg _
      have hb0 : (0 : ℝ) ≤ p.2.natAbs := Nat.cast_nonneg _
      calc v p ≤ exp (((2 : ℕ) : ℝ) * (-(29 / 8))
            + ((p.1.natAbs : ℝ) * (-1) + (p.2.natAbs : ℝ) * (-1))) := by
            apply exp_le_exp.mpr
            have h2 : ((2 : ℕ) : ℝ) = 2 := by norm_num
            rw [h2]
            linarith
        _ = exp (-(29 / 8)) ^ 2 * (exp (-1) ^ p.1.natAbs * exp (-1) ^ p.2.natAbs) := by
            rw [exp_add, exp_add, exp_nat_mul, exp_nat_mul, exp_nat_mul]
        _ ≤ exp (-(29 / 8)) ^ 2 * ((1 / 2) ^ p.1.natAbs * (1 / 2) ^ p.2.natAbs) := by
            gcongr

/-- The triangular vortex lattice has a lower Abrikosov parameter than the square one,
and the value 1.17 separates them. -/
theorem triangular_lt_square :
    abrikosovParameter (1 / 2) (√3 / 2) < 1.17 ∧ 1.17 < abrikosovParameter 0 1 :=
  ⟨triangular_lt, square_gt⟩

/-- For positive `α` and `b`, the triangular lattice at density `α / (b β)`, with `β` its Abrikosov
parameter, has lower mean energy than the square lattice at any density `t`. -/
theorem triangular_energy_lt {α b : ℝ} (hα : 0 < α) (hb : 0 < b) (t : ℝ) :
    meanEnergy α b (abrikosovParameter (1 / 2) (√3 / 2))
      (α / (b * abrikosovParameter (1 / 2) (√3 / 2)))
      < meanEnergy α b (abrikosovParameter 0 1) t := by
  have h1 := one_lt_abrikosovParameter (1 / 2) (show 0 < √3 / 2 by positivity)
  have h2 := triangular_lt.trans square_gt
  generalize abrikosovParameter (1 / 2) (√3 / 2) = T at *
  generalize abrikosovParameter 0 1 = S at *
  have hT : 0 < T := by linarith
  obtain ⟨s, hs⟩ : ∃ s, s = α / (b * T) := ⟨_, rfl⟩
  have hs0 : 0 < s := by rw [hs]; positivity
  have h : b * T * s = α := by rw [hs]; field_simp
  rw [← hs]
  -- complete the square in the density
  have key : meanEnergy α b S t - meanEnergy α b T s
      = b / 2 * (S - T) * t ^ 2 + b * T / 2 * (t - s) ^ 2 := by
    unfold meanEnergy
    linear_combination (t - s) * h
  have hST : 0 < S - T := by linarith
  have hpos : 0 < b / 2 * (S - T) * t ^ 2 + b * T / 2 * (t - s) ^ 2 := by
    by_cases ht : t = 0
    · have : 0 < b * T / 2 * s ^ 2 := by positivity
      rw [ht]
      linarith
    · positivity
  linarith

end

end AbrikosovLattice
```

```lean
#print axioms AbrikosovLattice.abrikosovParameter_square
#print axioms AbrikosovLattice.abrikosovParameter_triangular
#print axioms AbrikosovLattice.triangular_lt_square
#print axioms AbrikosovLattice.triangular_energy_lt
```

```
'AbrikosovLattice.abrikosovParameter_square' depends on axioms: [propext, Classical.choice, Quot.sound]
'AbrikosovLattice.abrikosovParameter_triangular' depends on axioms: [propext, Classical.choice, Quot.sound]
'AbrikosovLattice.triangular_lt_square' depends on axioms: [propext, Classical.choice, Quot.sound]
'AbrikosovLattice.triangular_energy_lt' depends on axioms: [propext, Classical.choice, Quot.sound]
```

## Vortex lattices as Gaussian sums

A vortex lattice is described by two real numbers x and y, with y > 0. Its sites are m(1,0) + n(x,y), and its unit cell has area y. Dividing all lengths by √y gives a cell of area one, and a site then has the weight

w(m,n) = exp(−(π/y)[(m + xn)² + (yn)²]).

This is `latticeWeight x y p`, where the pair `p : ℤ × ℤ` holds m and n. The sum of the weights over all pairs is `abrikosovParameter x y`, written β(x,y) below. The square lattice is (x,y) = (0,1) and the triangular lattice is (1/2, √3/2). The theorems `abrikosovParameter_square` and `abrikosovParameter_triangular` confirm that these choices give S and T. In the triangular case the algebra is

(m + n/2)² + 3n²/4 = m² + mn + n², with π/y = 2π/√3.

In physics the Abrikosov parameter is the ratio ⟨|ψ|⁴⟩/⟨|ψ|²⟩², where ψ is the order parameter and the brackets are spatial averages. It measures how unevenly the condensate is spread. For a lowest-Landau-level state with one vortex per cell, this ratio equals the Gaussian sum. The file takes the sum as its definition and does not derive it from ψ.

The energy `meanEnergy α b β t` is

E(β,t) = −αt + (b/2)βt²,

where t is the mean condensate density ⟨|ψ|²⟩. At a given magnetic field, the kinetic energy of a lowest-Landau-level state is the same multiple of t for every lattice, and it is included in the term −αt. A positive α means that the normal state is unstable towards condensation, and a positive b is the repulsion that limits the density. This is a model of a type-II superconductor just below its upper critical field, without fluctuations and without the magnetic energy of the screening currents. Within it, `triangular_energy_lt` compares two lattices; it does not minimise over all cell shapes.

## Convergence for every cell with y > 0

For 0 ≤ r < 1, the nonnegative integers contribute 1/(1 − r) to the sum of r^|m|, and the negative ones contribute r/(1 − r). The total is (1 + r)/(1 − r), so in two dimensions

Σ r^(|m|+|n|) = ((1 + r)/(1 − r))².

This is `hasSum_pow_natAbs`, which splits the integers in the same way and then multiplies two copies of the series.

Now let y > 0, and put D = 1 + x² + y² and k = πy/D. Expanding both sides verifies

(π/y)[(m + xn)² + (yn)²] − k(m² + n²) = (π/(yD))[(m + xn)² + (xm + (x² + y²)n)²].

The right-hand side is nonnegative. Since m² ≥ |m| for integers, each weight is at most r^(|m|+|n|) with r = exp(−k) < 1, and the series converges by comparison. In `summable_latticeWeight` the identity is called `key`, and `linarith` combines it with the integer inequalities.

The condition y > 0 matters. At x = 0, y = −1 the weights become exp(π(m² + n²)), which grow without bound, and the series diverges. Lean assigns the value 0 to a divergent sum, so the bound β > 1 would fail there as well.

For y > 0 that bound is immediate: the origin contributes exactly 1 and the site (1,0) contributes something positive. This is `one_lt_abrikosovParameter`. In the limit of a very elongated rectangular cell the parameter grows without bound. With x = 0 and y large, more than √y sites on the row n = 0 have m² ≤ y, and each of them contributes at least exp(−π).

## Five sites put the square lattice above 1.17

All terms are positive, so the origin and its four nearest neighbours give a lower bound:

S ≥ 1 + 4 exp(−π).

To estimate the exponential, `square_gt` writes exp(−π) = exp(−1)³ · exp(3 − π). It uses exp(−1) ≥ 0.3678, and the inequality exp(u) ≥ 1 + u gives exp(3 − π) ≥ 4 − π ≥ 0.858. Hence

exp(−π) ≥ 0.3678³ · 0.858 > 0.0426, and S > 1.1704.

## A geometric tail keeps the triangular lattice below 1.17

An upper bound must control every site. Write Q = m² + mn + n² and q = exp(−29/8). Because 2π/√3 ≥ 29/8, each triangular weight is at most exp(−(29/8)Q), which the proof calls `v p`. The origin has Q = 0 and its six nearest neighbours have Q = 1, so these seven sites, collected in `firstShell`, contribute at most 1 + 6q.

For every other site, `outer_shell_bound` states

3Q ≥ |m| + |n| + 6.

To see this, write 3Q = (3/2)(m² + n² + (m + n)²). If |m| ≥ 3, then m² ≥ 3|m|, and so

3Q ≥ (9/2)|m| + (3/2)|n| ≥ |m| + |n| + 6.

The case |n| ≥ 3 is the same with m and n exchanged. The sites left over have |m| ≤ 2 and |n| ≤ 2, and `interval_cases` followed by `decide` checks them one at a time.

Multiplying the inequality by 29/24, which exceeds 1, gives

(29/8)Q ≥ 2 · (29/8) + |m| + |n|.

An outer site therefore contributes at most q² exp(−|m| − |n|), which is at most q² 2^(−|m|−|n|). The geometric sum at r = 1/2 equals 9. Extending it over the whole plane only weakens the bound, so

T ≤ 1 + 6q + 9q² = (1 + 3q)².

It remains to bound q. From exp(29/8) = exp(1)³ · exp(5/16)² one gets exp(29/8) ≥ 2.718³ · 1.85 > 37.1, where the factor 1.85 comes from exp(u) ≥ 1 + u + u²/2 at u = 5/16. Thus q < 0.027 and

T < 1.081² < 1.169.

In `triangular_lt`, the first shell and the geometric series are added into one comparison series, and `hasSum_le` turns the site-by-site bound into a bound on the sums. The theorem `triangular_lt_square` joins the two numerical results.

## From the lower parameter to the lower energy

For the triangular lattice, E(T,t) is smallest at s = α/(bT). Substituting α = bTs and completing the square gives

E(S,t) − E(T,s) = (b/2)(S − T)t² + (bT/2)(t − s)².

Both terms are nonnegative. If t ≠ 0, the first is positive because S > T. If t = 0, the square-lattice state has no condensate, and the second term equals bTs²/2, which is positive because s > 0. The proof of `triangular_energy_lt` follows this identity, again named `key`, and the same two cases. The density t ranges over all real numbers there, so every physical density t ≥ 0 is included.

For physical densities the strict inequality needs α > 0. If α ≤ 0, the lowest energy over t ≥ 0 is 0 for both lattices, reached at t = 0. Both states are then simply the normal state, and the lattice geometry has nothing to act on.
